# Moments of the Fermi occupation weighted with Boltzmann factors are positive for every order j > −1

For non-interacting fermions, the Fermi function 1/(e^(x−η) + 1) gives the occupation of a level at reduced energy x and reduced chemical potential η. The lemma `tail_pos` says that the integral over x > 0 of x^j e^(K(η−x)) times this occupation is strictly positive, for every real j > −1, every real η and every natural number K. At K = 0 this is the Fermi–Dirac integral without its usual Gamma-function prefactor. The proof notes that the integrand is integrable and positive at each x > 0, so that its integral is positive exactly when the part of its support in the half-line has positive measure. That part is the whole half-line, whose measure is infinite.

In Lean, a first try:

```lean
import Mathlib

open MeasureTheory Filter Topology Set

namespace TailPos

noncomputable section

/-- Fermi occupation of a level at reduced energy `x` for reduced chemical potential `η`. -/
def occupation (η x : ℝ) : ℝ := 1 / (Real.exp (x - η) + 1)

/-- The moment of the occupation weighted with `K` further Boltzmann factors, for `j > -1`. -/
def tail (j η : ℝ) (K : ℕ) : ℝ :=
  ∫ x in Ioi (0 : ℝ), x ^ j * (Real.exp ((K : ℝ) * (η - x)) * occupation η x)

/-- The occupation of a level is positive. -/
lemma occupation_pos (η x : ℝ) : 0 < occupation η x := by
  unfold occupation
  positivity

/-- Detailed balance: the occupied fraction is the Boltzmann factor times the empty fraction. -/
theorem detailed_balance (η x : ℝ) :
    occupation η x = Real.exp (η - x) * (1 - occupation η x) := by
  have hne : Real.exp (x - η) + 1 ≠ 0 := by positivity
  have hp : Real.exp (x - η) * Real.exp (η - x) = 1 := by
    rw [← Real.exp_add, show x - η + (η - x) = 0 by ring, Real.exp_zero]
  have h2 : 1 / (Real.exp (x - η) + 1) * (Real.exp (x - η) + 1) = 1 :=
    div_mul_cancel₀ 1 hne
  unfold occupation
  rw [div_eq_iff hne]
  linear_combination Real.exp (η - x) * h2 - hp

/-- A power of the Boltzmann factor splits into two consecutive weighted occupations. -/
lemma boltzmann_split (η x : ℝ) (K : ℕ) :
    Real.exp ((K : ℝ) * (η - x)) * occupation η x
      + Real.exp (((K + 1 : ℕ) : ℝ) * (η - x)) * occupation η x
      = Real.exp (((K : ℝ) + 1) * (η - x)) := by
  have h : Real.exp (((K : ℝ) + 1) * (η - x))
      = Real.exp ((K : ℝ) * (η - x)) * Real.exp (η - x) := by
    rw [← Real.exp_add, add_mul, one_mul]
  rw [Nat.cast_add, Nat.cast_one, h]
  linear_combination Real.exp ((K : ℝ) * (η - x)) * detailed_balance η x

/-- For `j > -1`, the moment of order `j` of a power of the Boltzmann factor is a Gamma function
times the absolute value of a term of the Boltzmann series. -/
theorem boltzmann_moment {j : ℝ} (hj : -1 < j) (η : ℝ) (K : ℕ) :
    ∫ x in Ioi (0 : ℝ), x ^ j * Real.exp (((K : ℝ) + 1) * (η - x))
      = Real.exp (((K : ℝ) + 1) * η) * Real.Gamma (j + 1) / ((K : ℝ) + 1) ^ (j + 1) := by
  have h := Real.integral_rpow_mul_exp_neg_mul_Ioi (a := j + 1) (r := (K : ℝ) + 1)
    (by linarith) (by positivity)
  have e : (fun x : ℝ => x ^ j * Real.exp (((K : ℝ) + 1) * (η - x))) = fun x : ℝ =>
      Real.exp (((K : ℝ) + 1) * η) * (x ^ (j + 1 - 1) * Real.exp (-(((K : ℝ) + 1) * x))) := by
    funext x
    rw [show ((K : ℝ) + 1) * (η - x) = ((K : ℝ) + 1) * η + -(((K : ℝ) + 1) * x) by ring,
      Real.exp_add, add_sub_cancel_right]
    ring
  rw [e, integral_const_mul, h, one_div, Real.inv_rpow (by positivity)]
  ring

/-- For `j > -1` the integrand of every tail is integrable over positive energies. -/
lemma tail_integrable {j : ℝ} (hj : -1 < j) (η : ℝ) (K : ℕ) :
    IntegrableOn (fun x : ℝ => x ^ j * (Real.exp ((K : ℝ) * (η - x)) * occupation η x))
      (Ioi 0) := by
  have hΓ : 0 < Real.Gamma (j + 1) := Real.Gamma_pos_of_pos (by linarith)
  -- the dominating function has a nonzero integral, hence is integrable
  have hdom : IntegrableOn (fun x : ℝ => x ^ j * Real.exp (((K : ℝ) + 1) * (η - x)))
      (Ioi 0) := by
    by_contra hn
    have h0 := boltzmann_moment hj η K
    rw [integral_undef hn] at h0
    have hpos : 0 < Real.exp (((K : ℝ) + 1) * η) * Real.Gamma (j + 1)
        / ((K : ℝ) + 1) ^ (j + 1) := by positivity
    linarith
  have hm : Measurable
      (fun x : ℝ => x ^ j * (Real.exp ((K : ℝ) * (η - x)) * occupation η x)) := by
    unfold occupation
    fun_prop
  refine Integrable.mono' hdom hm.aestronglyMeasurable
    (ae_restrict_of_forall_mem measurableSet_Ioi fun x hx => ?_)
  have hxj : 0 ≤ x ^ j := Real.rpow_nonneg (le_of_lt hx) j
  have ho := occupation_pos η x
  rw [Real.norm_of_nonneg (by positivity)]
  refine mul_le_mul_of_nonneg_left ?_ hxj
  have h1 := boltzmann_split η x K
  have h2 : 0 < Real.exp (((K + 1 : ℕ) : ℝ) * (η - x)) * occupation η x := by positivity
  linarith

/-- For `j > -1` every tail is positive. -/
lemma tail_pos {j : ℝ} (hj : -1 < j) (η : ℝ) (K : ℕ) : 0 < tail j η K := by
  have hp : ∀ x ∈ Ioi (0 : ℝ),
      0 < x ^ j * (Real.exp ((K : ℝ) * (η - x)) * occupation η x) := fun x hx =>
    mul_pos (Real.rpow_pos_of_pos hx j) (mul_pos (Real.exp_pos _) (occupation_pos η x))
  unfold tail
  rw [setIntegral_pos_iff_support_of_nonneg_ae
    (ae_restrict_of_forall_mem measurableSet_Ioi fun x hx => (hp x hx).le)
    (tail_integrable hj η K), Set.inter_eq_right.mpr fun x hx => (hp x hx).ne',
    Real.volume_Ioi]
  simp

end

end TailPos
```

Compiling this gives:

```
Main.lean:96:30: error: Tactic `rewrite` failed: Did not find an occurrence of the pattern
  (fun x => x ^ j * (Real.exp (↑K * (η - x)) * occupation η x) = 0 → False) ∩ Ioi 0
in the target expression
  0 < volume ((Function.support fun x => x ^ j * (Real.exp (↑K * (η - x)) * occupation η x)) ∩ Ioi 0)

j : ℝ
hj : -1 < j
η : ℝ
K : ℕ
hp : ∀ x ∈ Ioi 0, 0 < x ^ j * (Real.exp (↑K * (η - x)) * occupation η x)
⊢ 0 < volume ((Function.support fun x => x ^ j * (Real.exp (↑K * (η - x)) * occupation η x)) ∩ Ioi 0)
```

What went wrong. The error is in the rewrite with `Set.inter_eq_right`, which should replace the intersection of the support with `Ioi 0` by `Ioi 0` itself. Nothing in that term names the larger set, so Lean read it off the proof `(hp x hx).ne'`, which says that the integrand is not zero. It came out as the bare predicate `fun x => … = 0 → False`, with `≠` unfolded. The goal has `Function.support` of the integrand instead. The two are equal by definition, but `rw` looks for the pattern's form and does not unfold `Function.support` to find it.

The repair states the inclusion first, as `hsupp`, with `Function.support` written out. The same proof is accepted there, since checking it against a stated type lets Lean unfold the definition. `Set.inter_eq_right.mpr hsupp` then has the goal's own intersection on its left, and the rewrite goes through. Moving `Real.volume_Ioi` up a line is only layout.

Lean accepts the file once it reads:

```diff
@@ -91,9 +91,11 @@
       0 < x ^ j * (Real.exp ((K : ℝ) * (η - x)) * occupation η x) := fun x hx =>
     mul_pos (Real.rpow_pos_of_pos hx j) (mul_pos (Real.exp_pos _) (occupation_pos η x))
+  have hsupp : Ioi (0 : ℝ) ⊆ Function.support
+      (fun x : ℝ => x ^ j * (Real.exp ((K : ℝ) * (η - x)) * occupation η x)) :=
+    fun x hx => (hp x hx).ne'
   unfold tail
   rw [setIntegral_pos_iff_support_of_nonneg_ae
     (ae_restrict_of_forall_mem measurableSet_Ioi fun x hx => (hp x hx).le)
-    (tail_integrable hj η K), Set.inter_eq_right.mpr fun x hx => (hp x hx).ne',
-    Real.volume_Ioi]
+    (tail_integrable hj η K), Set.inter_eq_right.mpr hsupp, Real.volume_Ioi]
   simp
 
```
